# Fano antiresonance: inside the band, a side-coupled level blocks a chain exactly when E = e

Q: A plane wave on an infinite chain is not normalisable. On what space does your Hamiltonian act?

A: On all pairs \((\psi,\varphi)\), where \(\psi:\mathbb Z\to\mathbb C\) is any function on the chain and \(\varphi\in\mathbb C\) is the amplitude on the side level. There is no Hilbert space and no normalisation. Each amplitude is coupled to only finitely many others, so the Hamiltonian is defined on every such pair, and "solution" means that the stationary equation holds at every site and on the side level.

```lean
import Mathlib

open Complex (I)

namespace FanoAntiresonance

noncomputable section

/-- The Hamiltonian of an infinite chain with hopping `t` whose site `0` is coupled by `v`
to a side level of energy `e`; a state is a chain wavefunction and a side-level amplitude. -/
def hamiltonian (t e v : ℝ) (Ψ : (ℤ → ℂ) × ℂ) : (ℤ → ℂ) × ℂ :=
  (fun n => (t : ℂ) * (Ψ.1 (n + 1) + Ψ.1 (n - 1)) + (if n = 0 then (v : ℂ) * Ψ.2 else 0),
    (v : ℂ) * Ψ.1 0 + (e : ℂ) * Ψ.2)
```

Q: What do the parameters stand for?

A: The real number \(t\) is the hopping between neighbouring sites, \(e\) is the energy of the side level, and the real number \(v\) is its coupling to site 0. The chain's own site energy is the zero of energy. In the Lean code `Ψ.1` is \(\psi\) and `Ψ.2` is \(\varphi\). The model has one electron, one side orbital, no spin and no magnetic phase.

Q: And the scattering state?

A: For a real wave number \(k\), the energy is \(E=2t\cos k\), and the trial state is

\[
\psi_n=\begin{cases}e^{ikn}+r\,e^{-ikn}, & n<0,\\ \tau\,e^{ikn}, & n\ge 0.\end{cases}
\]

Site 0 belongs to the right-hand formula, so \(\psi_0=\tau\).

```lean
/-- The band energy `2 t cos k` of the chain. -/
def bandEnergy (t k : ℝ) : ℝ := 2 * t * Real.cos k

/-- The plane wave `exp (i k n)` on the chain. -/
def planeWave (k : ℝ) (n : ℤ) : ℂ := Complex.exp (I * (k : ℂ) * (n : ℂ))

/-- The wave `exp (i k n) + r exp (-i k n)` to the left of site `0`, and `τ exp (i k n)`
from site `0` onwards. -/
def chainWave (k : ℝ) (r τ : ℂ) (n : ℤ) : ℂ :=
  if n < 0 then planeWave k n + r * planeWave (-k) n else τ * planeWave k n
```

`IsScatteringState` says that this \(\psi\), together with \(\varphi\), satisfies \(H(\psi,\varphi)=E(\psi,\varphi)\).

```lean
/-- The scattering wave with amplitudes `r`, `τ` and side-level amplitude `φ` solves the
stationary Schrödinger equation at the band energy. -/
def IsScatteringState (t e v k : ℝ) (r τ φ : ℂ) : Prop :=
  hamiltonian t e v (chainWave k r τ, φ) = (bandEnergy t k : ℂ) • (chainWave k r τ, φ)
```

Q: With hopping \(+t\), the group velocity is \(-2t\sin k\). Does \(e^{ikn}\) really come in from the left?

A: It does when \(t\sin k<0\). When \(t\sin k>0\), the state is the complex conjugate of the scattering state at \(-k\), so the amplitudes are conjugated, while their moduli and the zero of \(\tau\) are unchanged. This is my reading of the signs; the file has no theorem about velocities.

Two abbreviations are needed for the results:

\[
D=2it\sin k\,(E-e)+v^2,\qquad \varepsilon=\frac{2t\sin k\,(E-e)}{v^2}.
\]

```lean
/-- The common denominator `2 i t sin k (E - e) + v ^ 2` of the scattering amplitudes. -/
def denominator (t e v k : ℝ) : ℂ :=
  2 * I * t * (Real.sin k : ℂ) * ((bandEnergy t k : ℂ) - e) + (v : ℂ) ^ 2

/-- The dimensionless detuning `2 t sin k (E - e) / v ^ 2` from the side level. -/
def detuning (t e v k : ℝ) : ℝ := 2 * t * Real.sin k * (bandEnergy t k - e) / v ^ 2
```

Q: Infinitely many equations have to hold. How do you reduce them?

A: Moving one site along a plane wave multiplies it by \(e^{\pm ik}=\cos k\pm i\sin k\), which is what the next two lemmas say.

```lean
/-- Moving one site to the right multiplies a plane wave by `cos k + i sin k`. -/
theorem planeWave_succ (k : ℝ) (n : ℤ) : planeWave k (n + 1) =
    planeWave k n * ((Real.cos k : ℂ) + (Real.sin k : ℂ) * I) := by
  unfold planeWave
  rw [Complex.ofReal_cos, Complex.ofReal_sin, ← Complex.exp_mul_I, ← Complex.exp_add]
  congr 1
  push_cast
  ring

/-- Moving one site to the left multiplies a plane wave by `cos k - i sin k`. -/
theorem planeWave_pred (k : ℝ) (n : ℤ) : planeWave k (n - 1) =
    planeWave k n * ((Real.cos k : ℂ) - (Real.sin k : ℂ) * I) := by
  have h : (Real.cos k : ℂ) - (Real.sin k : ℂ) * I = Complex.exp (-(k : ℂ) * I) := by
    rw [Complex.exp_mul_I, Complex.cos_neg, Complex.sin_neg, Complex.ofReal_cos,
      Complex.ofReal_sin]
    ring
  rw [h]
  unfold planeWave
  rw [← Complex.exp_add]
  congr 1
  push_cast
  ring
```

Adding the two neighbours gives \(t(e^{ik(n+1)}+e^{ik(n-1)})=2t\cos k\,e^{ikn}\), and the same holds for \(-k\). Every site with \(n<-1\) or \(n>0\) is therefore satisfied automatically. Three equations remain.

At site \(-1\), the left-hand formula continued to site 0 would give \(1+r\), but the actual value is \(\tau\). The equation leaves \(t(\tau-1-r)=0\), so for \(t\neq0\)

\[
1+r=\tau .
\]

At site 0,

\[
t\left(\tau e^{ik}+e^{-ik}+r e^{ik}\right)+v\varphi=t\left(e^{ik}+e^{-ik}\right)\tau .
\]

Cancelling \(t\tau e^{ik}\) and inserting \(r=\tau-1\) gives

\[
2it\sin k\,(\tau-1)+v\varphi=0 .
\]

The side level gives \(v\tau+e\varphi=E\varphi\), that is,

\[
v\tau=(E-e)\varphi .
\]

`matching_conditions` states that these three equations are equivalent to the full Schrödinger equation. In its proof, `hop` and `hop'` are the neighbour sums, while `r1` and `r0` record what is left over at sites \(-1\) and 0. One direction reads off those two sites and the side level; the other splits the chain into \(n<-1\), \(n=-1\), \(n=0\) and \(n>0\). The tactic `linear_combination` checks that an equation is the stated combination of known ones.

```lean
/-- The Schrödinger equation for the scattering wave is equivalent to three matching
conditions: continuity at site `0`, the balance at site `0`, and the side-level equation. -/
theorem matching_conditions {t : ℝ} (ht : t ≠ 0) (e v k : ℝ) (r τ φ : ℂ) :
    IsScatteringState t e v k r τ φ ↔
      1 + r = τ ∧ 2 * I * t * (Real.sin k : ℂ) * (τ - 1) + v * φ = 0 ∧
        v * τ = ((bandEnergy t k : ℂ) - e) * φ := by
  have hE : (bandEnergy t k : ℂ) = 2 * (t : ℂ) * (Real.cos k : ℂ) := by
    simp only [bandEnergy, Complex.ofReal_mul, Complex.ofReal_ofNat]
  have w0 : ∀ q : ℝ, planeWave q 0 = 1 := fun q => by simp [planeWave]
  have z : ∀ q : ℝ, planeWave q (-1 + 1) = 1 := fun q => by simp [planeWave]
  have hop : ∀ (q : ℝ) (n : ℤ), planeWave q (n + 1) + planeWave q (n - 1) =
      2 * (Real.cos q : ℂ) * planeWave q n := fun q n => by
    rw [planeWave_succ, planeWave_pred]; ring
  have hop' : ∀ n : ℤ, planeWave (-k) (n + 1) + planeWave (-k) (n - 1) =
      2 * (Real.cos k : ℂ) * planeWave (-k) n := fun n => by
    have h := hop (-k) n
    rwa [Real.cos_neg] at h
  have hL : ∀ n : ℤ, n < 0 → chainWave k r τ n = planeWave k n + r * planeWave (-k) n :=
    fun n hn => if_pos hn
  have hR : ∀ n : ℤ, 0 ≤ n → chainWave k r τ n = τ * planeWave k n :=
    fun n hn => if_neg (not_lt_of_ge hn)
  have hW : chainWave k r τ 0 = τ := by rw [hR 0 le_rfl, w0, mul_one]
  -- what is left over at the two sites next to the junction
  have r1 : (t : ℂ) * (chainWave k r τ (-1 + 1) + chainWave k r τ (-1 - 1)) =
      (bandEnergy t k : ℂ) * chainWave k r τ (-1) + t * (τ - 1 - r) := by
    rw [hR (-1 + 1) (by norm_num), hL (-1 - 1) (by norm_num), hL (-1) (by norm_num), hE]
    linear_combination (t : ℂ) * hop k (-1) + t * r * hop' (-1) + t * (τ - 1) * z k
      - t * r * z (-k)
  have r0 : (t : ℂ) * (chainWave k r τ (0 + 1) + chainWave k r τ (0 - 1)) =
      (bandEnergy t k : ℂ) * chainWave k r τ 0 + (2 * I * t * (Real.sin k : ℂ) * (τ - 1)
        + t * (1 + r - τ) * ((Real.cos k : ℂ) + (Real.sin k : ℂ) * I)) := by
    rw [hW, hR (0 + 1) (by norm_num), hL (0 - 1) (by norm_num), planeWave_succ,
      planeWave_pred k, planeWave_pred (-k), w0, w0, Real.cos_neg, Real.sin_neg,
      Complex.ofReal_neg, hE]
    ring
  constructor
  · intro h
    have h1 : (t : ℂ) * (chainWave k r τ (-1 + 1) + chainWave k r τ (-1 - 1)) +
        (if (-1 : ℤ) = 0 then (v : ℂ) * φ else 0) =
        (bandEnergy t k : ℂ) * chainWave k r τ (-1) := congrFun (congrArg Prod.fst h) (-1)
    have h0 : (t : ℂ) * (chainWave k r τ (0 + 1) + chainWave k r τ (0 - 1)) +
        (if (0 : ℤ) = 0 then (v : ℂ) * φ else 0) =
        (bandEnergy t k : ℂ) * chainWave k r τ 0 := congrFun (congrArg Prod.fst h) 0
    have hs : (v : ℂ) * chainWave k r τ 0 + e * φ = (bandEnergy t k : ℂ) * φ :=
      congrArg Prod.snd h
    rw [if_neg (by norm_num)] at h1
    rw [if_pos rfl] at h0
    rw [hW] at hs
    have hc : 1 + r = τ := by
      apply mul_left_cancel₀ (Complex.ofReal_ne_zero.mpr ht)
      linear_combination r1 - h1
    refine ⟨hc, ?_, by linear_combination hs⟩
    linear_combination h0 - r0 - t * ((Real.cos k : ℂ) + (Real.sin k : ℂ) * I) * hc
  · rintro ⟨hc, hv, hs⟩
    refine Prod.ext (funext fun n => ?_) ?_
    · change (t : ℂ) * (chainWave k r τ (n + 1) + chainWave k r τ (n - 1)) +
        (if n = 0 then (v : ℂ) * φ else 0) = (bandEnergy t k : ℂ) * chainWave k r τ n
      obtain h | rfl | rfl | h : n < -1 ∨ n = -1 ∨ n = 0 ∨ 0 < n := by omega
      · rw [if_neg (by omega), hL (n + 1) (by omega), hL (n - 1) (by omega),
          hL n (by omega), hE]
        linear_combination (t : ℂ) * hop k n + t * r * hop' n
      · rw [if_neg (by norm_num)]
        linear_combination r1 - t * hc
      · rw [if_pos rfl]
        linear_combination r0 + hv + t * ((Real.cos k : ℂ) + (Real.sin k : ℂ) * I) * hc
      · rw [if_neg (by omega), hR (n + 1) (by omega), hR (n - 1) (by omega),
          hR n (by omega), hE]
        linear_combination (t : ℂ) * τ * hop k n
    · change (v : ℂ) * chainWave k r τ 0 + e * φ = (bandEnergy t k : ℂ) * φ
      rw [hW]
      linear_combination hs
```

Q: Solving them means dividing by \(D\). Can it vanish?

A: Not for \(v\neq0\), since \(E\), \(e\), \(t\) and \(\sin k\) are real and the real part of \(D\) is \(v^2\). The code uses the squared modulus:

\[
|D|^2=v^4+\bigl(2t\sin k\,(E-e)\bigr)^2>0 .
\]

```lean
/-- The squared modulus of the denominator is `v ^ 4 + (2 t sin k (E - e)) ^ 2`. -/
theorem normSq_denominator (t e v k : ℝ) : Complex.normSq (denominator t e v k) =
    (v ^ 2) ^ 2 + (2 * t * Real.sin k * (bandEnergy t k - e)) ^ 2 := by
  have h : denominator t e v k = ((v ^ 2 : ℝ) : ℂ) +
      ((2 * t * Real.sin k * (bandEnergy t k - e) : ℝ) : ℂ) * I := by
    unfold denominator
    push_cast
    ring
  rw [h, Complex.normSq_add_mul_I]
```

Now multiply the site-0 equation by \(E-e\) and replace \((E-e)\varphi\) by \(v\tau\). This gives \(\tau D=2it\sin k\,(E-e)\). Then \(r=\tau-1\), and the site-0 equation gives \(\varphi\):

\[
\tau=\frac{2it\sin k\,(E-e)}{D},\qquad r=-\frac{v^2}{D},\qquad \varphi=\frac{2it\sin k\;v}{D}.
\]

Q: Does the theorem say that such a state exists, or only what its amplitudes would be?

A: Both, because it is an equivalence for \(t,v\neq0\). Read from right to left, these amplitudes give a solution; read from left to right, no others do. The proof performs the same elimination, and for the converse it multiplies each matching condition by \(D\) and cancels.

```lean
/-- The scattering wave solves the stationary equation at the band energy exactly when the
transmission, reflection and side-level amplitudes take the stated closed forms. -/
theorem scattering_amplitudes {t v : ℝ} (ht : t ≠ 0) (hv : v ≠ 0) (e k : ℝ) (r τ φ : ℂ) :
    IsScatteringState t e v k r τ φ ↔
      τ = 2 * I * t * (Real.sin k : ℂ) * ((bandEnergy t k : ℂ) - e) / denominator t e v k ∧
      r = -(v : ℂ) ^ 2 / denominator t e v k ∧
      φ = 2 * I * t * (Real.sin k : ℂ) * v / denominator t e v k := by
  have hD : denominator t e v k ≠ 0 := by
    rw [← Complex.normSq_pos, normSq_denominator]
    positivity
  rw [matching_conditions ht, eq_div_iff hD, eq_div_iff hD, eq_div_iff hD]
  unfold denominator at hD ⊢
  constructor
  · rintro ⟨hc, h0, hs⟩
    -- eliminate the side level first
    have hτ : τ * (2 * I * t * (Real.sin k : ℂ) * ((bandEnergy t k : ℂ) - e) + (v : ℂ) ^ 2) =
        2 * I * t * (Real.sin k : ℂ) * ((bandEnergy t k : ℂ) - e) := by
      linear_combination ((bandEnergy t k : ℂ) - e) * h0 + v * hs
    refine ⟨hτ, ?_, ?_⟩
    · linear_combination hτ +
        (2 * I * t * (Real.sin k : ℂ) * ((bandEnergy t k : ℂ) - e) + (v : ℂ) ^ 2) * hc
    · linear_combination v * h0 - 2 * I * t * (Real.sin k : ℂ) * hs
  · rintro ⟨hτ, hr, hφ⟩
    refine ⟨mul_right_cancel₀ hD ?_, mul_right_cancel₀ hD ?_, mul_right_cancel₀ hD ?_⟩
    · linear_combination hr - hτ
    · linear_combination 2 * I * t * (Real.sin k : ℂ) * hτ + v * hφ
    · linear_combination v * hτ - ((bandEnergy t k : ℂ) - e) * hφ
```

Q: I see no condition on \(\sin k\) there.

A: The equivalence remains true at \(\sin k=0\), but there the formulas give \(r=-1\) and \(\tau=\varphi=0\), and the whole state is zero. For \(t,v\neq0\), a nonzero solution of the scattering form therefore needs \(\sin k\neq0\). The antiresonance theorem assumes \(t\sin k\neq0\).

Q: Does that theorem just read the zero off the numerator?

A: No, it goes back to the matching conditions. If \(\tau=0\), the site-0 equation becomes \(v\varphi=2it\sin k\neq0\), so the side level is occupied. The side-level equation is then \(0=(E-e)\varphi\), which forces \(E=e\). Conversely, \(E=e\) gives \(v\tau=0\), hence \(\tau=0\). The zero is reached only if \(e\) lies inside the band, \(|e|<2|t|\).

```lean
/-- Fano antiresonance: inside the band, the transmission amplitude of a scattering state
vanishes exactly when the energy equals that of the side level. -/
theorem fano_antiresonance {t e v k : ℝ} {r τ φ : ℂ} (hk : t * Real.sin k ≠ 0) (hv : v ≠ 0)
    (h : IsScatteringState t e v k r τ φ) : τ = 0 ↔ bandEnergy t k = e := by
  obtain ⟨-, h0, hs⟩ := (matching_conditions (left_ne_zero_of_mul hk) e v k r τ φ).mp h
  constructor
  · rintro rfl
    have hts : (t : ℂ) * (Real.sin k : ℂ) ≠ 0 := by
      rw [← Complex.ofReal_mul]
      exact Complex.ofReal_ne_zero.mpr hk
    -- an empty side level could not block the wave
    have hφ : φ ≠ 0 := by
      rintro rfl
      apply hts
      linear_combination (I / 2) * h0 + (t : ℂ) * (Real.sin k : ℂ) * Complex.I_sq
    rw [mul_zero] at hs
    have h1 := (mul_eq_zero.mp hs.symm).resolve_right hφ
    exact Complex.ofReal_injective (sub_eq_zero.mp h1)
  · intro he
    rw [he, sub_self, zero_mul] at hs
    exact (mul_eq_zero.mp hs).resolve_left (Complex.ofReal_ne_zero.mpr hv)
```

Q: What does the state look like at that energy?

A: It has \(r=-1\), \(\tau=0\) and \(\varphi=2it\sin k/v\). The wave on the left is a standing wave, the chain is empty from site 0 onwards, and the side level carries the amplitude that cancels the hopping into site 0. In Lean, \(E=e\) is imposed by passing `bandEnergy t k` as the level energy, and the three matching conditions then give the amplitudes directly.

```lean
/-- When the side level lies at the band energy, the scattering state has `r = -1`, `τ = 0`
and side-level amplitude `2 i t sin k / v`, and no other amplitudes are possible. -/
theorem antiresonance_state {t v : ℝ} (ht : t ≠ 0) (hv : v ≠ 0) (k : ℝ) (r τ φ : ℂ) :
    IsScatteringState t (bandEnergy t k) v k r τ φ ↔
      r = -1 ∧ τ = 0 ∧ φ = 2 * I * t * (Real.sin k : ℂ) / v := by
  have hv' : (v : ℂ) ≠ 0 := Complex.ofReal_ne_zero.mpr hv
  rw [matching_conditions ht, eq_div_iff hv', sub_self, zero_mul]
  constructor
  · rintro ⟨hc, h0, hs⟩
    have hτ : τ = 0 := (mul_eq_zero.mp hs).resolve_left hv'
    exact ⟨by linear_combination hc + hτ, hτ,
      by linear_combination h0 - 2 * I * t * (Real.sin k : ℂ) * hτ⟩
  · rintro ⟨hr, hτ, hφ⟩
    exact ⟨by linear_combination hr - hτ,
      by linear_combination hφ + 2 * I * t * (Real.sin k : ℂ) * hτ,
      by linear_combination (v : ℂ) * hτ⟩
```

Q: Fano's name suggests an asymmetric line. Do you get one?

A: Not as a function of \(\varepsilon\). With \(2t\sin k\,(E-e)=\varepsilon v^2\), dividing the squared moduli gives

\[
|\tau|^2=\frac{\varepsilon^2}{\varepsilon^2+1},\qquad |r|^2=\frac{1}{\varepsilon^2+1},
\]

which is even in \(\varepsilon\): a dip with no asymmetry parameter. As a function of energy, \(\varepsilon^2=(4t^2-E^2)(E-e)^2/v^4\), so the dip is exactly symmetric about \(e\) when \(e=0\), the band centre, and not otherwise. The proof inserts the closed forms and the formula for \(|D|^2\), then clears denominators.

```lean
/-- In terms of the detuning `ε`, the transmission probability is `ε ^ 2 / (ε ^ 2 + 1)` and
the reflection probability is `1 / (ε ^ 2 + 1)`. -/
theorem line_shape {t e v k : ℝ} {r τ φ : ℂ} (ht : t ≠ 0) (hv : v ≠ 0)
    (h : IsScatteringState t e v k r τ φ) :
    Complex.normSq τ = detuning t e v k ^ 2 / (detuning t e v k ^ 2 + 1) ∧
      Complex.normSq r = 1 / (detuning t e v k ^ 2 + 1) := by
  obtain ⟨hτ, hr, -⟩ := (scattering_amplitudes ht hv e k r τ φ).mp h
  have hy : 2 * t * Real.sin k * (bandEnergy t k - e) = detuning t e v k * v ^ 2 :=
    (div_mul_cancel₀ _ (pow_ne_zero 2 hv)).symm
  have hN : Complex.normSq (2 * I * t * (Real.sin k : ℂ) * ((bandEnergy t k : ℂ) - e)) =
      (2 * t * Real.sin k * (bandEnergy t k - e)) ^ 2 := by
    have h1 : 2 * I * t * (Real.sin k : ℂ) * ((bandEnergy t k : ℂ) - e) = ((0 : ℝ) : ℂ) +
        ((2 * t * Real.sin k * (bandEnergy t k - e) : ℝ) : ℂ) * I := by
      push_cast
      ring
    rw [h1, Complex.normSq_add_mul_I]
    ring
  have h1 : (v ^ 2) ^ 2 + (detuning t e v k * v ^ 2) ^ 2 ≠ 0 := by positivity
  have h2 : detuning t e v k ^ 2 + 1 ≠ 0 := by positivity
  constructor
  · rw [hτ, Complex.normSq_div, normSq_denominator, hN, hy, div_eq_div_iff h1 h2]
    ring
  · rw [hr, Complex.normSq_div, normSq_denominator, Complex.normSq_neg, map_pow,
      Complex.normSq_ofReal, hy, div_eq_div_iff h1 h2]
    ring
```

The two fractions add up to one. Both halves of the chain have the same hopping, so the squared moduli are the transmission and reflection probabilities without a velocity factor.

```lean
/-- The transmission and reflection probabilities of a scattering state add up to one. -/
theorem probability_conservation {t e v k : ℝ} {r τ φ : ℂ} (ht : t ≠ 0) (hv : v ≠ 0)
    (h : IsScatteringState t e v k r τ φ) : Complex.normSq τ + Complex.normSq r = 1 := by
  obtain ⟨hT, hR⟩ := line_shape ht hv h
  have h2 : detuning t e v k ^ 2 + 1 ≠ 0 := by positivity
  rw [hT, hR, ← add_div, div_self h2]

end

end FanoAntiresonance
```

```lean
#print axioms FanoAntiresonance.fano_antiresonance
#print axioms FanoAntiresonance.antiresonance_state
#print axioms FanoAntiresonance.probability_conservation
```

```
'FanoAntiresonance.fano_antiresonance' depends on axioms: [propext, Classical.choice, Quot.sound]
'FanoAntiresonance.antiresonance_state' depends on axioms: [propext, Classical.choice, Quot.sound]
'FanoAntiresonance.probability_conservation' depends on axioms: [propext, Classical.choice, Quot.sound]
```

Q: Where would I meet this?

A: In electron transport through a wire with a side-attached quantum dot or a molecule with a pendant group, as long as a uniform chain with a single non-interacting level coupled to one site is an adequate description. For that model the formulas also give an exact test case for a numerical transmission code.
